# The strict logarithmic Sobolev inequality for two unequal non-negative values on two equally likely states

For real numbers `0 ≤ b < a`, placed on two equally likely states, `pairEntropy_lt_of_lt` states that the entropy of the squares `a²` and `b²` is strictly less than `(a - b)² / 2`. Entropy here means the mean of `u log u` minus the same function of the mean, and the values need not be normalised. If `a² + b² = 1`, so that `a` and `b` are the real amplitudes of a two-state system, the statement says that the Shannon entropy of the probabilities `a²` and `b²` is greater than `log 2 - (a - b)²`. The proof replaces `a` by a variable `t ≥ b` and shows by differentiation that the bound minus the entropy, which is zero at `t = b`, strictly increases with `t`.

An attempt in Lean 4 with a fault in it:

```lean
import Mathlib

noncomputable section

namespace PairEntropyLtOfLt

/-- Entropy of the non-negative values `u, v` on two equally likely states: the mean of
`u log u` minus the same function of the mean, with `0 log 0 = 0`. -/
def pairEntropy (u v : ℝ) : ℝ :=
  (u * Real.log u + v * Real.log v) / 2 - (u + v) / 2 * Real.log ((u + v) / 2)

/-- For `0 ≤ b < a`, the logarithm of `a²` relative to the mean of `a²` and `b²`,
multiplied by `a`, is less than `a - b`. -/
theorem log_ratio_lt {a b : ℝ} (hb : 0 ≤ b) (hab : b < a) :
    a * (Real.log (a ^ 2) - Real.log ((a ^ 2 + b ^ 2) / 2)) < a - b := by
  have ha : 0 < a := lt_of_le_of_lt hb hab
  obtain ⟨x, hx⟩ : ∃ x, x = (a - b) / a := ⟨_, rfl⟩
  have hxa : x * a = a - b := by rw [hx]; exact div_mul_cancel₀ _ ha.ne'
  have hx0 : 0 < x := by rw [hx]; exact div_pos (by linarith) ha
  have hq : 0 < 1 - x + x ^ 2 / 2 := by nlinarith [sq_nonneg (x - 1)]
  have hm : (a ^ 2 + b ^ 2) / 2 = a ^ 2 * (1 - x + x ^ 2 / 2) := by
    have hb' : b = a - x * a := by linarith
    rw [hb']; ring
  -- the quadratic lower bound on `exp x` bounds `exp (-x)` from above
  have h1 : 1 < (1 - x + x ^ 2 / 2) * Real.exp x :=
    calc 1 < (1 - x + x ^ 2 / 2) * (1 + x + x ^ 2 / 2) := by nlinarith [pow_pos hx0 4]
      _ ≤ _ := mul_le_mul_of_nonneg_left (Real.quadratic_le_exp_of_nonneg hx0.le) hq.le
  have he : Real.exp (-x) * Real.exp x = 1 := by rw [← Real.exp_add]; simp
  have h2 : Real.exp (-x) < 1 - x + x ^ 2 / 2 :=
    lt_of_mul_lt_mul_right (by rw [he]; exact h1) (Real.exp_pos x).le
  have h3 := (Real.lt_log_iff_exp_lt hq).mpr h2
  rw [hm, Real.log_mul (pow_pos ha 2).ne' hq.ne']
  nlinarith [mul_lt_mul_of_pos_left h3 ha]

/-- Two equal values have zero entropy. -/
theorem pairEntropy_self (u : ℝ) : pairEntropy u u = 0 := by
  unfold pairEntropy
  rw [show (u + u) / 2 = u by ring]
  ring

/-- For `0 ≤ b < a`, the entropy of `a², b²` is strictly less than `(a - b)² / 2`. -/
theorem pairEntropy_lt_of_lt {a b : ℝ} (hb : 0 ≤ b) (hab : b < a) :
    pairEntropy (a ^ 2) (b ^ 2) < (a - b) ^ 2 / 2 := by
  have hmono : StrictMonoOn
      (fun t : ℝ => (t - b) * (t - b) / 2 - pairEntropy (t ^ 2) (b ^ 2)) (Set.Ici b) := by
    apply strictMonoOn_of_deriv_pos (convex_Ici b)
    · have c1 : Continuous (fun t : ℝ => t ^ 2 * Real.log (t ^ 2)) :=
        Real.continuous_mul_log.comp (continuous_pow 2)
      have c2 : Continuous
          (fun t : ℝ => (t ^ 2 + b ^ 2) / 2 * Real.log ((t ^ 2 + b ^ 2) / 2)) :=
        Real.continuous_mul_log.comp
          (by fun_prop : Continuous fun t : ℝ => (t ^ 2 + b ^ 2) / 2)
      have c3 : Continuous (fun t : ℝ => (t - b) * (t - b) / 2) := by fun_prop
      exact (c3.sub (((c1.add continuous_const).div_const 2).sub c2)).continuousOn
    · intro t ht
      rw [interior_Ici] at ht
      have hbt : b < t := ht
      have ht0 : 0 < t := lt_of_le_of_lt hb hbt
      have hs : HasDerivAt (fun t : ℝ => t ^ 2) (2 * t) t := by
        simpa using hasDerivAt_pow 2 t
      have hm : HasDerivAt (fun t : ℝ => (t ^ 2 + b ^ 2) / 2) t t :=
        ((hs.add_const (b ^ 2)).div_const 2).congr_deriv (by ring)
      have hmp : (t ^ 2 + b ^ 2) / 2 ≠ 0 := by positivity
      have h1 := (Real.hasDerivAt_mul_log (pow_pos ht0 2).ne').comp t hs
      have h1' : HasDerivAt (fun t : ℝ => t ^ 2 * Real.log (t ^ 2)) _ t := h1
      have h2 := (Real.hasDerivAt_mul_log hmp).comp t hm
      have h2' : HasDerivAt
        (fun t : ℝ => (t ^ 2 + b ^ 2) / 2 * Real.log ((t ^ 2 + b ^ 2) / 2)) _ t := h2
      have h0 := (hasDerivAt_id' t).sub_const b
      have hF : HasDerivAt
          (fun t : ℝ => (t - b) * (t - b) / 2 - pairEntropy (t ^ 2) (b ^ 2)) _ t :=
        ((h0.fun_mul h0).div_const 2).fun_sub
          (((h1'.add_const (b ^ 2 * Real.log (b ^ 2))).div_const 2).fun_sub h2')
      rw [hF.deriv]
      nlinarith [log_ratio_lt hb hbt]
  have h : (b - b) * (b - b) / 2 - pairEntropy (b ^ 2) (b ^ 2)
      < (a - b) * (a - b) / 2 - pairEntropy (a ^ 2) (b ^ 2) :=
    hmono (Set.mem_Ici.mpr le_rfl) (Set.mem_Ici.mpr hab.le) hab
  rw [pairEntropy_self] at h
  nlinarith

end PairEntropyLtOfLt
```

The error:

```
Main.lean:64:70: error: Application type mismatch: The argument
  hs
has type
  HasDerivAt (fun t => t ^ 2) (2 * t) t
but is expected to have type
  HasDerivAt (Real.mul✝ (npowRec 1 t)) ?m.802 t
in the application
  HasDerivAt.comp t (Real.hasDerivAt_mul_log (LT.lt.ne' (pow_pos ht0 2))) hs
```

Cause. The error is in `h1`, where `HasDerivAt.comp` is to differentiate `t ^ 2 * Real.log (t ^ 2)` as `x log x` after `t ^ 2`. The first factor given to `comp` shows only the point `t ^ 2`, and Lean has to find an inner function whose value at `t` is that point. It unfolded the power into a product and chose `Real.mul (npowRec 1 t)`, which is multiplication by a fixed `t ^ 1`. This has the right value at `t` but is not the squaring function, so `hs` was refused.

The repair drops `comp` and uses the product rule `fun_mul` with the rule for logarithms, `hs.log`. Both take the function from `hs` itself, so nothing has to be guessed. The logarithm needs `t ^ 2 ≠ 0`, which is `hsp`, and the helper `hc` cancels `t ^ 2` against the denominator to give the stated derivative.

`h2` is rewritten in the same way, though no message reports an error there. Moving `hmp`, dropping the primed names and adding the comment are tidying.

The change, after which it compiles:

```diff
@@ -42,4 +42,5 @@
 theorem pairEntropy_lt_of_lt {a b : ℝ} (hb : 0 ≤ b) (hab : b < a) :
     pairEntropy (a ^ 2) (b ^ 2) < (a - b) ^ 2 / 2 := by
+  -- the gap between the two sides, with `t` in place of `a`, grows with `t`
   have hmono : StrictMonoOn
       (fun t : ℝ => (t - b) * (t - b) / 2 - pairEntropy (t ^ 2) (b ^ 2)) (Set.Ici b) := by
@@ -57,19 +58,25 @@
       have hbt : b < t := ht
       have ht0 : 0 < t := lt_of_le_of_lt hb hbt
+      have hsp : t ^ 2 ≠ 0 := by positivity
+      have hmp : (t ^ 2 + b ^ 2) / 2 ≠ 0 := by positivity
+      have hc : ∀ m s : ℝ, m ≠ 0 → m * (s / m) = s := by
+        intro m s hm
+        field_simp
       have hs : HasDerivAt (fun t : ℝ => t ^ 2) (2 * t) t := by
         simpa using hasDerivAt_pow 2 t
       have hm : HasDerivAt (fun t : ℝ => (t ^ 2 + b ^ 2) / 2) t t :=
         ((hs.add_const (b ^ 2)).div_const 2).congr_deriv (by ring)
-      have hmp : (t ^ 2 + b ^ 2) / 2 ≠ 0 := by positivity
-      have h1 := (Real.hasDerivAt_mul_log (pow_pos ht0 2).ne').comp t hs
-      have h1' : HasDerivAt (fun t : ℝ => t ^ 2 * Real.log (t ^ 2)) _ t := h1
-      have h2 := (Real.hasDerivAt_mul_log hmp).comp t hm
-      have h2' : HasDerivAt
-        (fun t : ℝ => (t ^ 2 + b ^ 2) / 2 * Real.log ((t ^ 2 + b ^ 2) / 2)) _ t := h2
+      have h1 : HasDerivAt (fun t : ℝ => t ^ 2 * Real.log (t ^ 2))
+          ((Real.log (t ^ 2) + 1) * (2 * t)) t :=
+        (hs.fun_mul (hs.log hsp)).congr_deriv (by linear_combination hc _ (2 * t) hsp)
+      have h2 : HasDerivAt
+          (fun t : ℝ => (t ^ 2 + b ^ 2) / 2 * Real.log ((t ^ 2 + b ^ 2) / 2))
+          ((Real.log ((t ^ 2 + b ^ 2) / 2) + 1) * t) t :=
+        (hm.fun_mul (hm.log hmp)).congr_deriv (by linear_combination hc _ t hmp)
       have h0 := (hasDerivAt_id' t).sub_const b
       have hF : HasDerivAt
           (fun t : ℝ => (t - b) * (t - b) / 2 - pairEntropy (t ^ 2) (b ^ 2)) _ t :=
         ((h0.fun_mul h0).div_const 2).fun_sub
-          (((h1'.add_const (b ^ 2 * Real.log (b ^ 2))).div_const 2).fun_sub h2')
+          (((h1.add_const (b ^ 2 * Real.log (b ^ 2))).div_const 2).fun_sub h2)
       rw [hF.deriv]
       nlinarith [log_ratio_lt hb hbt]
```
